# Hopping on the π-flux lattice: H² without cross terms and the bound |E| ≤ 2√2

## Physical setting

The state space is ℂⁿ with n finite, A† is the conjugate transpose of a matrix A, and 1 is the identity matrix. A particle hops on a lattice with d directions, labelled by i. One step along direction i is a unitary matrix T_i, the step back is T_i†, and the hopping amplitude is +1 in the chosen energy unit. Define

h(T) = T + T†

H = Σ_i h(T_i)

For the square lattice the two steps are T_x and T_y, and H = T_x + T_x† + T_y + T_y†. In a magnetic field the steps carry Peierls phases, and a walk round one plaquette multiplies the state by e^{iφ}, where φ is 2π times the flux in units of the flux quantum. Flux π means

T_x T_y T_x† T_y† = −1, that is T_x T_y = −T_y T_x

and in d directions T_i T_j = −T_j T_i for i ≠ j. These T_i are the gauge-covariant hops that build H. They obey the algebra of magnetic translations but in general do not commute with H: on the square lattice T_x commutes with h(T_x) and anticommutes with h(T_y), so it is a symmetry of H only when h(T_y) = 0. On the square lattice (d = 2) the model is the Hofstadter model at half a flux quantum per plaquette only, and the bound below confines the one-electron spectrum of this finite, non-interacting, equal-amplitude tight-binding model to [−2√2, 2√2], an interval of the kind needed to rescale H for a Chebyshev expansion.

## Statement

Let the T_i be unitary and pairwise anticommuting.

1. `latticeH_sq`: H² = Σ_i h(T_i)².
2. `latticeH_eigenvalue_le`: if v ≠ 0 and Hv = Ev for a complex number E, then |E| ≤ 2√d.
3. `pi_flux`: for two directions, H² = h(T_x)² + h(T_y)² and every eigenvalue has |E| ≤ 2√2.
4. `pi_flux_symmetric`: if v ≠ 0 and Hv = Ev on the square lattice, then W = T_x T_y gives Wv ≠ 0 and H(Wv) = −E(Wv).
5. `pi_flux_witness`: with Pauli matrices σx, σz and real k_x, k_y, the matrices T_x = e^{ik_x}σx and T_y = e^{ik_y}σz are unitary, anticommute, and give H(k_x, k_y) = 2cos k_x σx + 2cos k_y σz.
6. `pi_flux_sharp`: H(0, 0) maps (1+√2, 1) to 2√2 times itself, and the commuting choice T_x = T_y = 1 gives H = 4·1.

The normalised form of the vector in item 6 is (cos π/8, sin π/8) ≈ (0.924, 0.383).

## Derivation

Step 1. Let AB = −BA with B unitary. Insert B†B = 1 on the left and use BA = −AB:

AB† = B†(BA)B† = −B†(AB)B† = −B†A

Step 2. The adjoints of AB = −BA and AB† = −B†A are

B†A† = −A†B†, BA† = −A†B

The eight terms of h(A)h(B) + h(B)h(A) group into AB + BA, AB† + B†A, A†B + BA† and A†B† + B†A†, each of which is zero. So h(A) and h(B) anticommute.

Step 3. Let S be the sum of h(T_i) over some set of directions with S² = Σ h(T_i)², and let a be a further direction. Then

(h(T_a) + S)² = h(T_a)² + S² + (h(T_a)S + S h(T_a))

The bracket is a sum of anticommutators that vanish by step 2. Starting from the empty set and adding one direction at a time gives item 1.

Step 4. For unitary T put D = T − T†, so D† = T† − T. Expanding,

h(T)² = T² + TT† + T†T + T†²

D†D = T†T − T†² − T² + TT†

h(T)² + D†D = 2TT† + 2T†T = 4·1

Step 5. H is Hermitian, so H†H = H². With D_i = T_i − T_i†, steps 3 and 4 give

4d·1 − H†H = Σ_i (4·1 − h(T_i)²) = Σ_i D_i†D_i

and the right side is positive semidefinite. In an eigenvector,

0 ≤ ⟨v|(4d·1 − H†H)v⟩ = 4d⟨v|v⟩ − ⟨Hv|Hv⟩ = (4d − |E|²)⟨v|v⟩

Since ⟨v|v⟩ > 0, |E|² ≤ 4d and |E| ≤ 2√d.

Step 6. For W = T_x T_y,

W T_x = T_x(T_y T_x) = −T_x W, W T_y = (T_x T_y)T_y = −T_y W

Step 1 extends both relations to T_x† and T_y†, so HW = −WH and H(Wv) = −W(Hv) = −E(Wv). W is unitary, so Wv = 0 would give v = W†Wv = 0.

Step 7. In the gauge where a step along y carries the factor (−1)^x, with x the column number, the cell holds an even column (component 0) and an odd column (component 1). A step along x exchanges them and a step along y gives them opposite signs, which motivates item 5. There σxσz = −σzσx, the phases commute with everything, and e^{ik} + e^{−ik} = 2cos k. At k_x = k_y = 0 the rows of H are (2, 2) and (2, −2), so

H(1+√2, 1) = (4 + 2√2, 2√2) = 2√2 (1+√2, 1)

A numerical instance. At k_x = π/3, k_y = 0 the rows of H are (2, 1) and (1, −2). Here h(T_x)² = 1, h(T_y)² = 4·1 and H² = 5·1. The deficit is D_x†D_x = 4sin²k_x·1 = 3·1 with D_y = 0, and 8 − 5 = 3. The vector v = (2+√5, 1), normalised (0.973, 0.230), has Hv = (5 + 2√5, √5) = √5 v, with √5 ≈ 2.236 below 2√2 ≈ 2.828. The matrix σxσz has rows (0, −1) and (1, 0), so Wv = e^{iπ/3}(−1, 2+√5), and H(−1, 2+√5) = (√5, −5 − 2√5) is −√5 times that vector.

The smallest cases. For d = 1 there is no pair i ≠ j and the bound reads |E| ≤ 2, the chain value. For d = 0, H = 0 and E = 0. For n = 1 and two directions the steps are numbers t_x, t_y of modulus one, and t_x t_y = −t_y t_x would force t_x t_y = 0, so the 2×2 matrices of item 5 are the smallest example with a nonzero state. The instance at k_x = π/3 and the argument for n = 1 were done on paper and are not theorems in Lean.

## What the formal version assumes

The basis is indexed by a finite type `n` and the directions by a finite type `ι`, with d equal to `Fintype.card ι`. Operators are `Matrix n n ℂ`, `Tᴴ` is T†, and unitarity is `T i ∈ unitaryGroup n ℂ`. The definitions `hop`, `latticeH` and `squareH` are h, the d-direction H and the square-lattice H. An eigenpair is a vector `v : n → ℂ` with `v ≠ 0` and `latticeH T *ᵥ v = E • v`; no normalisation is required. The eigenvalue `E : ℂ` is not assumed real and `‖E‖` is its modulus; reality of E is not part of any statement. `phase k` is e^{ik}, and `blochX`, `blochY` are the matrices of item 5, with rows and columns numbered 0 and 1.

Anticommutation is a hypothesis. No vector potential, real-space lattice or boundary condition appears, and the reduction of a lattice to Bloch blocks in step 7 is motivation only: the Bloch matrices are defined directly. Unitarity excludes open edges, where a shift loses the sites at the boundary, and finite `n` excludes the infinite lattice. Attainment of the bound is proved for d = 2 only. The value 4 is proved for the single choice T_x = T_y = 1, which shows that unitarity alone does not give 2√2; no general zero-flux bound is stated. Item 4 produces one partner eigenvector and says nothing on multiplicities. Other fluxes, the band structure and unequal amplitudes are not treated.

```lean
import Mathlib

open Matrix
open scoped ComplexOrder

namespace PiFluxLattice

noncomputable section

variable {n : Type*} [Fintype n] [DecidableEq n] {ι : Type*} [Fintype ι]

/-- Forward plus backward hopping `T + T†` generated by a translation `T`. -/
def hop (T : Matrix n n ℂ) : Matrix n n ℂ := T + Tᴴ

/-- Hopping Hamiltonian summed over a finite family of lattice directions. -/
def latticeH (T : ι → Matrix n n ℂ) : Matrix n n ℂ := ∑ i, hop (T i)

/-- Square-lattice Hamiltonian `Tx + Tx† + Ty + Ty†`. -/
def squareH (Tx Ty : Matrix n n ℂ) : Matrix n n ℂ := hop Tx + hop Ty

/-- A matrix that anticommutes with a unitary `B` also anticommutes with `B†`. -/
theorem anticomm_adjoint {A B : Matrix n n ℂ} (hB : B ∈ unitaryGroup n ℂ)
    (h : A * B = -(B * A)) : A * Bᴴ = -(Bᴴ * A) := by
  have h1 : Bᴴ * B = 1 := mem_unitaryGroup_iff'.1 hB
  have h2 : B * Bᴴ = 1 := mem_unitaryGroup_iff.1 hB
  calc A * Bᴴ = (Bᴴ * B) * A * Bᴴ := by rw [h1, one_mul]
    _ = -(Bᴴ * (-(B * A)) * Bᴴ) := by noncomm_ring
    _ = -(Bᴴ * A * (B * Bᴴ)) := by rw [← h]; noncomm_ring
    _ = -(Bᴴ * A) := by rw [h2, mul_one]

/-- If `A` anticommutes with a unitary `B`, the hoppings `A + A†` and `B + B†` anticommute. -/
theorem hop_anticomm {A B : Matrix n n ℂ} (hB : B ∈ unitaryGroup n ℂ)
    (h : A * B = -(B * A)) : hop A * hop B + hop B * hop A = 0 := by
  have h2 := anticomm_adjoint hB h
  -- the two remaining relations are the adjoints of the first two
  have h3 := congrArg conjTranspose h
  have h4 := congrArg conjTranspose h2
  simp only [conjTranspose_mul, conjTranspose_neg, conjTranspose_conjTranspose] at h3 h4
  simp only [hop, add_mul, mul_add]
  rw [h, h2, h3, h4]
  abel

/-- For a unitary translation, `(T + T†)² + (T - T†)†(T - T†) = 4`. -/
theorem hop_sq_add {T : Matrix n n ℂ} (hT : T ∈ unitaryGroup n ℂ) :
    hop T ^ 2 + (T - Tᴴ)ᴴ * (T - Tᴴ) = (4 : ℂ) • (1 : Matrix n n ℂ) := by
  have h1 : Tᴴ * T = 1 := mem_unitaryGroup_iff'.1 hT
  have h2 : T * Tᴴ = 1 := mem_unitaryGroup_iff.1 hT
  rw [hop, conjTranspose_sub, conjTranspose_conjTranspose]
  calc (T + Tᴴ) ^ 2 + (Tᴴ - T) * (T - Tᴴ)
      = T * Tᴴ + T * Tᴴ + Tᴴ * T + Tᴴ * T := by noncomm_ring
    _ = (4 : ℂ) • (1 : Matrix n n ℂ) := by rw [h1, h2]; module

/-- If `c - M†M` is positive semidefinite, every eigenvalue `E` of `M` has `|E|² ≤ c`. -/
theorem eigenvalue_sq_le {M : Matrix n n ℂ} {c : ℝ}
    (h : ((c : ℂ) • (1 : Matrix n n ℂ) - Mᴴ * M).PosSemidef)
    {E : ℂ} {v : n → ℂ} (hv : v ≠ 0) (hE : M *ᵥ v = E • v) : ‖E‖ ^ 2 ≤ c := by
  have h1 := h.dotProduct_mulVec_nonneg v
  have hc : star E * E = (‖E‖ : ℂ) ^ 2 := Complex.conj_mul' E
  have hs : ((c : ℂ) • (1 : Matrix n n ℂ)) *ᵥ v = (c : ℂ) • v := by
    ext i
    simp [Matrix.mulVec, dotProduct, Matrix.one_apply]
  -- the expectation value in the eigenvector is `(c - |E|²) ⟨v|v⟩`
  have e : star v ⬝ᵥ ((c : ℂ) • (1 : Matrix n n ℂ) - Mᴴ * M) *ᵥ v
      = ((c - ‖E‖ ^ 2 : ℝ) : ℂ) * (star v ⬝ᵥ v) := by
    rw [Matrix.sub_mulVec, hs, ← Matrix.mulVec_mulVec, dotProduct_sub,
      Matrix.dotProduct_mulVec, ← Matrix.star_mulVec, hE]
    simp only [star_smul, dotProduct_smul, smul_dotProduct, smul_eq_mul]
    push_cast
    linear_combination (-(star v ⬝ᵥ v)) * hc
  have hN : 0 < star v ⬝ᵥ v := lt_of_le_of_ne (dotProduct_star_self_nonneg v)
    (fun h0 => hv (dotProduct_star_self_eq_zero.1 h0.symm))
  rw [e] at h1
  have h2 := (Complex.le_def.1 h1).1
  have h3 := (Complex.lt_def.1 hN).1
  rw [Complex.zero_re, Complex.re_ofReal_mul] at h2
  rw [Complex.zero_re] at h3
  by_contra hlt
  nlinarith [mul_pos (sub_pos.2 (not_le.1 hlt)) h3]

/-- For pairwise anticommuting unitary translations, `H²` is the sum of the squared
hoppings of the single directions. -/
theorem latticeH_sq {T : ι → Matrix n n ℂ} (hu : ∀ i, T i ∈ unitaryGroup n ℂ)
    (ha : ∀ i j, i ≠ j → T i * T j = -(T j * T i)) :
    latticeH T ^ 2 = ∑ i, hop (T i) ^ 2 := by
  classical
  have key : ∀ s : Finset ι, (∑ i ∈ s, hop (T i)) ^ 2 = ∑ i ∈ s, hop (T i) ^ 2 := by
    intro s
    induction s using Finset.induction_on with
    | empty => simp
    | insert a s has ih =>
      rw [Finset.sum_insert has, Finset.sum_insert has, ← ih]
      -- cross terms between the new direction and the old ones cancel
      have hc : hop (T a) * (∑ i ∈ s, hop (T i)) + (∑ i ∈ s, hop (T i)) * hop (T a) = 0 := by
        rw [Finset.mul_sum, Finset.sum_mul, ← Finset.sum_add_distrib]
        exact Finset.sum_eq_zero fun j hj =>
          hop_anticomm (hu j) (ha a j (by rintro rfl; exact has hj))
      generalize (∑ i ∈ s, hop (T i)) = S at hc ⊢
      calc (hop (T a) + S) ^ 2
          = hop (T a) ^ 2 + S ^ 2 + (hop (T a) * S + S * hop (T a)) := by noncomm_ring
        _ = hop (T a) ^ 2 + S ^ 2 := by rw [hc, add_zero]
  exact key Finset.univ

/-- For `d` pairwise anticommuting unitary translations, every eigenvalue of the hopping
Hamiltonian satisfies `|E| ≤ 2√d`. -/
theorem latticeH_eigenvalue_le {T : ι → Matrix n n ℂ} (hu : ∀ i, T i ∈ unitaryGroup n ℂ)
    (ha : ∀ i j, i ≠ j → T i * T j = -(T j * T i))
    {E : ℂ} {v : n → ℂ} (hv : v ≠ 0) (hE : latticeH T *ᵥ v = E • v) :
    ‖E‖ ≤ 2 * Real.sqrt (Fintype.card ι) := by
  have herm : (latticeH T)ᴴ = latticeH T := by
    unfold latticeH
    rw [conjTranspose_sum]
    refine Finset.sum_congr rfl fun i _ => ?_
    rw [hop, conjTranspose_add, conjTranspose_conjTranspose, add_comm]
  -- `4d - H†H` is a sum of matrices of the form `D†D`
  have e : ((4 * (Fintype.card ι : ℝ) : ℝ) : ℂ) • (1 : Matrix n n ℂ)
      - (latticeH T)ᴴ * latticeH T = ∑ i, (T i - (T i)ᴴ)ᴴ * (T i - (T i)ᴴ) := by
    rw [herm, ← pow_two, latticeH_sq hu ha, sub_eq_iff_eq_add', ← Finset.sum_add_distrib,
      Finset.sum_congr rfl (fun i _ => hop_sq_add (hu i)), Finset.sum_const,
      Finset.card_univ, ← Nat.cast_smul_eq_nsmul ℂ, smul_smul]
    congr 1
    push_cast
    ring
  have hp : (∑ i, (T i - (T i)ᴴ)ᴴ * (T i - (T i)ᴴ)).PosSemidef :=
    Finset.sum_induction _ Matrix.PosSemidef (fun _ _ p q => p.add q) PosSemidef.zero
      (fun i _ => posSemidef_conjTranspose_mul_self _)
  rw [← e] at hp
  have hb := eigenvalue_sq_le hp hv hE
  have hs0 := Real.sqrt_nonneg (Fintype.card ι : ℝ)
  have hs := Real.sq_sqrt (Nat.cast_nonneg (α := ℝ) (Fintype.card ι))
  by_contra hn
  have hlt := sub_pos.2 (not_le.1 hn)
  nlinarith [mul_pos hlt hlt, mul_nonneg hlt.le hs0]

/-- Pi-flux square lattice: for anticommuting unitary `Tx`, `Ty` one has
`H² = (Tx + Tx†)² + (Ty + Ty†)²`, and every eigenvalue of `H` satisfies `|E| ≤ 2√2`. -/
theorem pi_flux {Tx Ty : Matrix n n ℂ} (hx : Tx ∈ unitaryGroup n ℂ)
    (hy : Ty ∈ unitaryGroup n ℂ) (h : Tx * Ty = -(Ty * Tx)) :
    squareH Tx Ty ^ 2 = hop Tx ^ 2 + hop Ty ^ 2 ∧
      ∀ (E : ℂ) (v : n → ℂ), v ≠ 0 → squareH Tx Ty *ᵥ v = E • v → ‖E‖ ≤ 2 * Real.sqrt 2 := by
  have hu : ∀ i, ![Tx, Ty] i ∈ unitaryGroup n ℂ := Fin.forall_fin_two.2 ⟨hx, hy⟩
  have ha : ∀ i j, i ≠ j → ![Tx, Ty] i * ![Tx, Ty] j = -(![Tx, Ty] j * ![Tx, Ty] i) := by
    intro i j hij
    fin_cases i <;> fin_cases j
    · exact absurd rfl hij
    · exact h
    · show Ty * Tx = -(Tx * Ty)
      rw [h, neg_neg]
    · exact absurd rfl hij
  have e : latticeH ![Tx, Ty] = squareH Tx Ty := by
    simp [latticeH, squareH, Fin.sum_univ_two]
  refine ⟨?_, fun E v hv hE => ?_⟩
  · have h1 := latticeH_sq hu ha
    rw [e, Fin.sum_univ_two] at h1
    exact h1
  · rw [← e] at hE
    simpa using latticeH_eigenvalue_le hu ha hv hE

/-- On the pi-flux lattice `Tx Ty` maps an eigenvector of energy `E` to a nonzero
eigenvector of energy `-E`. -/
theorem pi_flux_symmetric {Tx Ty : Matrix n n ℂ} (hx : Tx ∈ unitaryGroup n ℂ)
    (hy : Ty ∈ unitaryGroup n ℂ) (h : Tx * Ty = -(Ty * Tx))
    {E : ℂ} {v : n → ℂ} (hv : v ≠ 0) (hE : squareH Tx Ty *ᵥ v = E • v) :
    (Tx * Ty) *ᵥ v ≠ 0 ∧ squareH Tx Ty *ᵥ ((Tx * Ty) *ᵥ v) = (-E) • (Tx * Ty) *ᵥ v := by
  have hW : (Tx * Ty)ᴴ * (Tx * Ty) = 1 := mem_unitaryGroup_iff'.1 (mul_mem hx hy)
  have a1 : Tx * Ty * Tx = -(Tx * (Tx * Ty)) := by
    calc Tx * Ty * Tx = -(Tx * (-(Ty * Tx))) := by noncomm_ring
      _ = -(Tx * (Tx * Ty)) := by rw [← h]
  have a2 : Tx * Ty * Ty = -(Ty * (Tx * Ty)) := by
    calc Tx * Ty * Ty = (-(Ty * Tx)) * Ty := by rw [← h]
      _ = -(Ty * (Tx * Ty)) := by noncomm_ring
  have a3 := anticomm_adjoint hx a1
  have a4 := anticomm_adjoint hy a2
  generalize Tx * Ty = W at hW a1 a2 a3 a4 ⊢
  -- `W` anticommutes with all four hopping terms
  have hH : squareH Tx Ty * W = -(W * squareH Tx Ty) := by
    simp only [squareH, hop, add_mul, mul_add]
    rw [a1, a2, a3, a4]
    abel
  refine ⟨fun h0 => hv ?_, ?_⟩
  · rw [← Matrix.one_mulVec v, ← hW, ← Matrix.mulVec_mulVec, h0, Matrix.mulVec_zero]
  · rw [Matrix.mulVec_mulVec, hH, Matrix.neg_mulVec, ← Matrix.mulVec_mulVec, hE,
      Matrix.mulVec_smul, neg_smul]

/-- Bloch phase `e^{ik}`. -/
def phase (k : ℝ) : ℂ := Complex.exp (k * Complex.I)

/-- Bloch form `e^{ik} σx` of the translation along `x`. -/
def blochX (k : ℝ) : Matrix (Fin 2) (Fin 2) ℂ := !![0, phase k; phase k, 0]

/-- Bloch form `e^{ik} σz` of the translation along `y`. -/
def blochY (k : ℝ) : Matrix (Fin 2) (Fin 2) ℂ := !![phase k, 0; 0, -phase k]

/-- The Bloch matrices are unitary, anticommute, and give `H = 2cos kx σx + 2cos ky σz`. -/
theorem pi_flux_witness (kx ky : ℝ) :
    blochX kx ∈ unitaryGroup (Fin 2) ℂ ∧ blochY ky ∈ unitaryGroup (Fin 2) ℂ ∧
      blochX kx * blochY ky = -(blochY ky * blochX kx) ∧
      squareH (blochX kx) (blochY ky) =
        !![2 * (Real.cos ky : ℂ), 2 * (Real.cos kx : ℂ);
           2 * (Real.cos kx : ℂ), -(2 * (Real.cos ky : ℂ))] := by
  have h1 : ∀ k, phase k * starRingEnd ℂ (phase k) = 1 := fun k => by
    rw [Complex.mul_conj', phase, Complex.norm_exp_ofReal_mul_I]
    simp
  have h2 : ∀ k : ℝ, phase k + starRingEnd ℂ (phase k) = 2 * Complex.cos k := fun k => by
    rw [Complex.add_conj, phase, Complex.exp_ofReal_mul_I_re]
    simp
  refine ⟨mem_unitaryGroup_iff.2 ?_, mem_unitaryGroup_iff.2 ?_, ?_, ?_⟩
  · ext i j
    fin_cases i <;> fin_cases j <;> simp [blochX, Matrix.mul_apply, Fin.sum_univ_two, h1]
  · ext i j
    fin_cases i <;> fin_cases j <;> simp [blochY, Matrix.mul_apply, Fin.sum_univ_two, h1]
  · ext i j
    fin_cases i <;> fin_cases j <;>
      simp [blochX, blochY, Matrix.mul_apply, Fin.sum_univ_two] <;> ring
  · ext i j
    fin_cases i <;> fin_cases j <;> simp [squareH, hop, blochX, blochY] <;>
      first
        | linear_combination h2 kx
        | linear_combination h2 ky
        | linear_combination -h2 ky

/-- At `kx = ky = 0` the Bloch Hamiltonian has `(1 + √2, 1)` as eigenvector with energy
`2√2`, whereas the commuting choice `Tx = Ty = 1` gives `H = 4`. -/
theorem pi_flux_sharp :
    squareH (blochX 0) (blochY 0) *ᵥ ![1 + (Real.sqrt 2 : ℂ), 1]
        = (2 * (Real.sqrt 2 : ℂ)) • ![1 + (Real.sqrt 2 : ℂ), 1] ∧
      squareH (1 : Matrix (Fin 2) (Fin 2) ℂ) 1 = (4 : ℂ) • 1 := by
  have hs : (Real.sqrt 2 : ℂ) ^ 2 = 2 := by
    exact_mod_cast Real.sq_sqrt (by norm_num : (0 : ℝ) ≤ 2)
  constructor
  · rw [(pi_flux_witness 0 0).2.2.2]
    generalize (Real.sqrt 2 : ℂ) = s at hs ⊢
    ext i
    fin_cases i <;> simp [Matrix.mulVec, dotProduct, Fin.sum_univ_two] <;>
      first
        | ring1
        | linear_combination (-2) * hs
  · simp only [squareH, hop, conjTranspose_one]
    module

end

end PiFluxLattice
```

```lean
#print axioms PiFluxLattice.pi_flux
-- 'PiFluxLattice.pi_flux' depends on axioms: [propext, Classical.choice, Quot.sound]
#print axioms PiFluxLattice.pi_flux_symmetric
-- 'PiFluxLattice.pi_flux_symmetric' depends on axioms: [propext, Classical.choice, Quot.sound]
#print axioms PiFluxLattice.pi_flux_sharp
-- 'PiFluxLattice.pi_flux_sharp' depends on axioms: [propext, Classical.choice, Quot.sound]
```

## Notes on the proof

`anticomm_adjoint` is step 1 as a `calc` chain, with `noncomm_ring` regrouping products of non-commuting matrices. In `hop_anticomm`, `congrArg conjTranspose` takes the two adjoints of step 2, the four relations are rewritten into the expanded sum, and `abel` cancels the pairs. Only B is assumed unitary in these two lemmas. `hop_sq_add` is step 4.

`eigenvalue_sq_le` is the second half of step 5 for an arbitrary matrix M and real c. Under `ComplexOrder`, 0 ≤ z means that z is real and non-negative. The inner product ⟨v|w⟩ is `star v ⬝ᵥ w`, the equation `e` evaluates the expectation value as (c − |E|²)⟨v|v⟩, and `hN` is ⟨v|v⟩ > 0. After real parts are taken, the assumption |E|² > c makes the product negative, which `nlinarith` turns into a contradiction.

`latticeH_sq` proves step 3 for every finite set of directions by `Finset.induction_on`, with `hc` the vanishing bracket. In `latticeH_eigenvalue_le`, `herm` is H† = H, `e` is the identity for 4d·1 − H†H, and `hp` adds up the positive semidefinite terms D_i†D_i; the last lines pass from |E|² ≤ 4d to |E| ≤ 2√d. `pi_flux` applies both theorems to the family `![Tx, Ty]`, in which direction 0 is x and direction 1 is y; the pair (1, 0) needs the hypothesis with its sides exchanged.

In `pi_flux_symmetric`, `a1` and `a2` are the two relations of step 6, `a3` and `a4` their versions for T_x† and T_y†, and `hH` is HW = −WH. `pi_flux_witness` checks each matrix equation entry by entry from `h1`, e^{ik}e^{−ik} = 1, and `h2`, e^{ik} + e^{−ik} = 2cos k. `pi_flux_sharp` inserts the explicit H(0, 0) and replaces √2 by a symbol `s` with s² = 2, so that each component is a polynomial identity.
